# Current conservation and form factors between free Dirac spinors

A spin-1/2 particle enters a scattering vertex with four-momentum $p$ and mass $m$, and leaves with $p'$ and $m'$. The momentum transfer is $q=p'-p$, and the metric has signature $(+,-,-,-)$ with diagonal entries $\eta_\mu$. The column $u$ is the incoming spinor. The row $w$ is the outgoing one, written $\bar u'$ in textbooks. They obey the free Dirac equations

$$\slashed p\,u=m\,u,\qquad w\,\slashed p'=m'\,w .$$

The current at the vertex is $w\,\Gamma^\mu u$, with

$$\Gamma^\mu=A\,\gamma^\mu X+\big(B\,(p+p')^\mu+C\,q^\mu\big)X .$$

The form factors $A,B,C$ describe the particle's structure at the given kinematics. The spin matrix $X$ is $1$ for a vector current and $\gamma_5$ for an axial one. The question is what the conservation condition $q_\mu\,w\Gamma^\mu u=0$ demands of $A,B,C$.

In Lean, the finite type `n` labels the spinor components, so the definitions allow matrices of any finite size. The Clifford relations, where they are assumed below, restrict the size to multiples of four.

```lean
import Mathlib

open Matrix

namespace ConservedVertex

noncomputable section

variable {n : Type*} [Fintype n]
```

The metric is stored as its diagonal.

```lean
/-- The diagonal of the Minkowski metric, with signature (+,-,-,-). -/
def η : Fin 4 → ℂ := ![1, -1, -1, -1]
```

The product `mdot a b` is $a\cdot b=\sum_\mu\eta_\mu a^\mu b^\mu$, without complex conjugation. Momenta, masses and form factors may all be complex.

```lean
/-- The Minkowski product of two four-vectors, whose components may be complex. -/
def mdot (a b : Fin 4 → ℂ) : ℂ := ∑ μ, η μ * a μ * b μ
```

Gamma matrices and vectors carry upper indices, so the slash contains one factor of the metric.

```lean
/-- The Feynman slash: the contraction of a four-vector with the gamma matrices. -/
def slash (γ : Fin 4 → Matrix n n ℂ) (a : Fin 4 → ℂ) : Matrix n n ℂ :=
  ∑ μ, (η μ * a μ) • γ μ
```

The Clifford relations are $\gamma^\mu\gamma^\nu+\gamma^\nu\gamma^\mu=2\eta_\mu\delta_{\mu\nu}$.

```lean
/-- The Clifford relations: the anticommutator of two gamma matrices is twice the metric. -/
def IsClifford [DecidableEq n] (γ : Fin 4 → Matrix n n ℂ) : Prop :=
  ∀ μ ν, γ μ * γ ν + γ ν * γ μ = if μ = ν then (2 * η μ) • (1 : Matrix n n ℂ) else 0
```

The matrix element `amp w X u` is $wXu$. The row `w` is independent of `u`, and neither is normalised.

```lean
/-- The matrix element of `X` between an outgoing row spinor `w` and an incoming column `u`. -/
def amp (w : n → ℂ) (X : Matrix n n ℂ) (u : n → ℂ) : ℂ := w ⬝ᵥ (X *ᵥ u)
```

The vertex has no separate term in $\sigma^{\mu\nu}q_\nu$, where $\sigma^{\mu\nu}=\tfrac{i}{2}(\gamma^\mu\gamma^\nu-\gamma^\nu\gamma^\mu)$; the antisymmetry of $\sigma^{\mu\nu}$ would make its divergence zero. Nothing is lost by this: for Clifford matrices and free spinors, the Gordon identity turns such a term, multiplied by $X=1$ or $X=\gamma_5$, into a combination of the terms with $A$ and $B$.

```lean
/-- The vertex with form factors `A`, `B`, `C` multiplying the gamma matrix, the sum of the
momenta and the momentum transfer, each times a fixed spin matrix `X`. -/
def vertex (γ : Fin 4 → Matrix n n ℂ) (X : Matrix n n ℂ) (p p' : Fin 4 → ℂ) (A B C : ℂ)
    (μ : Fin 4) : Matrix n n ℂ :=
  A • (γ μ * X) + (B * (p + p') μ + C * (p' - p) μ) • X
```

## (a) Sums of spin matrices

Show that $w(X+Y)u=wXu+wYu$.

**Solution.** Matrix multiplication distributes over the sum, $(X+Y)u=Xu+Yu$, and so does the product with the row $w$.

```lean
variable {γ : Fin 4 → Matrix n n ℂ} {p p' : Fin 4 → ℂ} {w u : n → ℂ} {m m' : ℂ}

private lemma amp_add (X Y : Matrix n n ℂ) : amp w (X + Y) u = amp w X u + amp w Y u := by
  simp only [amp, Matrix.add_mulVec, dotProduct_add]
```

## (b) Scalar factors

Show that $w(cX)u=c\,wXu$ for a complex number $c$.

**Solution.** Since $(cX)u=c\,(Xu)$, the factor comes out of the product with $w$.

```lean
private lemma amp_smul (c : ℂ) (X : Matrix n n ℂ) : amp w (c • X) u = c * amp w X u := by
  simp only [amp, Matrix.smul_mulVec, dotProduct_smul, smul_eq_mul]
```

## (c) The outgoing Dirac equation

Show that $w\,\slashed p'X\,u=m'\,wXu$ for every matrix $X$.

**Solution.** Group the product as $(w\slashed p')(Xu)$ and replace $w\slashed p'$ by $m'w$. The rewrites in Lean do this regrouping and then use `hw`, the outgoing Dirac equation.

```lean
/-- The Dirac equation of the outgoing spinor replaces its slashed momentum, standing on the
left, by its mass. -/
theorem amp_left (hw : w ᵥ* slash γ p' = m' • w) (X : Matrix n n ℂ) :
    amp w (slash γ p' * X) u = m' * amp w X u := by
  unfold amp
  rw [← Matrix.mulVec_mulVec, Matrix.dotProduct_mulVec, hw, smul_dotProduct, smul_eq_mul]
```

## (d) The incoming Dirac equation

Show that $w\,X\slashed p\,u=m\,wXu$.

**Solution.** Here $\slashed p$ stands next to $u$, so $X(\slashed p u)=m\,Xu$. The hypothesis is `hu`.

```lean
/-- The Dirac equation of the incoming spinor replaces its slashed momentum, standing on the
right, by its mass. -/
theorem amp_right (hu : slash γ p *ᵥ u = m • u) (X : Matrix n n ℂ) :
    amp w (X * slash γ p) u = m * amp w X u := by
  unfold amp
  rw [← Matrix.mulVec_mulVec, hu, Matrix.mulVec_smul, dotProduct_smul, smul_eq_mul]
```

## (e) The square of a slashed vector

Show that $\slashed a\slashed a=a^2\,1$ for Clifford matrices.

**Solution.** Write the square as a double sum, exchange the names of the indices, and add the two forms:

$$2\,\slashed a\slashed a=\sum_{\mu,\nu}\eta_\mu a^\mu\,\eta_\nu a^\nu\,(\gamma^\mu\gamma^\nu+\gamma^\nu\gamma^\mu)=2\sum_\mu\eta_\mu^3(a^\mu)^2=2a^2 ,$$

because $\eta_\mu^2=1$. The two forms are `hS` and `hS'`, their sum is `h2`, and the last step halves it.

```lean
variable [DecidableEq n]

/-- For Clifford matrices the square of a slashed four-vector is its Minkowski square. -/
theorem slash_sq (hγ : IsClifford γ) (a : Fin 4 → ℂ) :
    slash γ a * slash γ a = mdot a a • (1 : Matrix n n ℂ) := by
  have hη : ∀ μ, η μ * η μ = 1 := by
    intro μ
    fin_cases μ <;> simp [η]
  have hγ' : ∀ μ ν, γ μ * γ ν + γ ν * γ μ =
      if μ = ν then (2 * η μ) • (1 : Matrix n n ℂ) else 0 := hγ
  have hS : slash γ a * slash γ a =
      ∑ μ, ∑ ν, (η μ * a μ * (η ν * a ν)) • (γ μ * γ ν) := by
    simp only [slash, Finset.sum_mul_sum, smul_mul_smul_comm]
  have hS' : slash γ a * slash γ a =
      ∑ μ, ∑ ν, (η μ * a μ * (η ν * a ν)) • (γ ν * γ μ) := by
    rw [hS, Finset.sum_comm]
    refine Finset.sum_congr rfl fun μ _ => Finset.sum_congr rfl fun ν _ => ?_
    rw [mul_comm (η ν * a ν)]
  -- symmetrise the double sum, so that only anticommutators occur
  have h2 : (2 : ℂ) • (slash γ a * slash γ a) = (2 * mdot a a) • (1 : Matrix n n ℂ) := by
    calc (2 : ℂ) • (slash γ a * slash γ a)
        = slash γ a * slash γ a + slash γ a * slash γ a := two_smul _ _
      _ = ∑ μ, ∑ ν, (η μ * a μ * (η ν * a ν)) • (γ μ * γ ν + γ ν * γ μ) := by
          simp only [smul_add, Finset.sum_add_distrib]
          rw [← hS, ← hS']
      _ = (2 * mdot a a) • (1 : Matrix n n ℂ) := by
          simp only [hγ', smul_ite, smul_zero, Finset.sum_ite_eq, Finset.mem_univ, if_true,
            smul_smul, mdot, Finset.mul_sum, Finset.sum_smul]
          refine Finset.sum_congr rfl fun μ _ => ?_
          congr 1
          linear_combination (2 * η μ * a μ ^ 2) * hη μ
  calc slash γ a * slash γ a = (1 / 2 : ℂ) • ((2 : ℂ) • (slash γ a * slash γ a)) := by
        rw [smul_smul]; norm_num
    _ = mdot a a • (1 : Matrix n n ℂ) := by
        rw [h2, smul_smul]
        congr 1
        ring
```

## (f) Momentum transfer times total momentum

Show that $q\cdot(p+p')\,wXu=(m'^2-m^2)\,wXu$.

**Solution.** Expanding gives $q\cdot(p+p')=p'^2-p^2$. By (e), and then (c) and (d) used twice each,

$$p'^2\,wXu=w\slashed p'\slashed p'Xu=m'^2\,wXu,\qquad p^2\,wXu=wX\slashed p\slashed p\,u=m^2\,wXu .$$

Subtract. These equations are `e`, `h1` and `h2`. No mass-shell condition is assumed separately.

```lean
/-- For Clifford matrices, between Dirac spinors of masses `m` and `m'`, the product of the momentum
transfer with the sum of the momenta acts as the difference of the squared masses. -/
theorem transfer_dot_sum (hγ : IsClifford γ) (hw : w ᵥ* slash γ p' = m' • w)
    (hu : slash γ p *ᵥ u = m • u) (X : Matrix n n ℂ) :
    mdot (p' - p) (p + p') * amp w X u = (m' ^ 2 - m ^ 2) * amp w X u := by
  have e : mdot (p' - p) (p + p') = mdot p' p' - mdot p p := by
    simp only [mdot, Fin.sum_univ_four, Pi.sub_apply, Pi.add_apply]
    ring
  -- in the matrix element, each Dirac equation, used twice, turns a squared momentum into a squared mass
  have h1 : mdot p' p' * amp w X u = m' * (m' * amp w X u) := by
    rw [← amp_left hw X, ← amp_left hw (slash γ p' * X), ← mul_assoc, slash_sq hγ,
      smul_mul_assoc, one_mul, amp_smul]
  have h2 : mdot p p * amp w X u = m * (m * amp w X u) := by
    rw [← amp_right hu X, ← amp_right hu (X * slash γ p), mul_assoc, slash_sq hγ,
      mul_smul_comm, mul_one, amp_smul]
  rw [e]
  linear_combination h1 - h2
```

## (g) The divergence of the current

Let $\gamma^\mu X=s\,X\gamma^\mu$ for all $\mu$, with one number $s$: $s=1$ for the vector current and $s=-1$ for the axial one. Show that

$$q_\mu\,w\Gamma^\mu u=\big[(m'-sm)A+(m'^2-m^2)B+q^2C\big]\,wXu .$$

**Solution.** Contracting the vertex with $q_\mu$ gives

$$q_\mu\,w\Gamma^\mu u=A\,w\slashed qXu+B\,q\cdot(p+p')\,wXu+C\,q^2\,wXu .$$

In the first term, $\slashed qX=\slashed p'X-\slashed pX=\slashed p'X-s\,X\slashed p$, so (c) and (d) give $w\slashed qXu=(m'-sm)\,wXu$. Part (f) supplies the second term. In Lean, `h1` is the contraction and `hS` the splitting of $\slashed qX$.

```lean
/-- The divergence of the transition current between Dirac spinors of masses `m` and `m'`, for
Clifford matrices and a spin matrix `X` that commutes with them up to a common factor `s`. -/
theorem divergence (hγ : IsClifford γ) (hw : w ᵥ* slash γ p' = m' • w)
    (hu : slash γ p *ᵥ u = m • u) {X : Matrix n n ℂ} {s : ℂ}
    (hX : ∀ μ, γ μ * X = s • (X * γ μ)) (A B C : ℂ) :
    mdot (p' - p) (fun μ => amp w (vertex γ X p p' A B C μ) u) =
      ((m' - s * m) * A + (m' ^ 2 - m ^ 2) * B + mdot (p' - p) (p' - p) * C) * amp w X u := by
  -- split the slashed momentum transfer and move the incoming part to the right of `X`
  have hS : slash γ (p' - p) * X = slash γ p' * X + (-s) • (X * slash γ p) := by
    simp only [slash, Fin.sum_univ_four, add_mul, mul_add, smul_mul_assoc, mul_smul_comm, hX,
      Pi.sub_apply]
    module
  have h1 : mdot (p' - p) (fun μ => amp w (vertex γ X p p' A B C μ) u) =
      A * amp w (slash γ (p' - p) * X) u + B * (mdot (p' - p) (p + p') * amp w X u)
        + C * mdot (p' - p) (p' - p) * amp w X u := by
    simp only [mdot, slash, vertex, Fin.sum_univ_four, add_mul, smul_mul_assoc, amp_add,
      amp_smul]
    ring
  rw [h1, hS, amp_add, amp_smul, amp_left hw, amp_right hu, transfer_dot_sum hγ hw hu]
  ring
```

## (h) The vector current at equal masses

Let $m'=m$ and $X=1$. Show that the current is conserved exactly when

$$C\,q^2\,(wu)=0 .$$

**Solution.** Put $s=1$ in (g). The coefficients of $A$ and $B$ vanish, and only $q^2C\,wu$ remains. Hence conservation requires $C=0$ wherever $q^2$ and $wu$ are both nonzero.

In elastic electron-proton scattering by one-photon exchange, this removes the $q^\mu$ term from the proton's vertex between free spinors. That the proton's current has the assumed form is an input from Lorentz covariance and parity.

```lean
/-- For Clifford matrices and Dirac spinors of equal mass, the vector current is conserved exactly
when `C` times the squared momentum transfer times the scalar overlap of the spinors vanishes. -/
theorem vector_conserved_iff (hγ : IsClifford γ) (hw : w ᵥ* slash γ p' = m • w)
    (hu : slash γ p *ᵥ u = m • u) (A B C : ℂ) :
    mdot (p' - p) (fun μ => amp w (vertex γ 1 p p' A B C μ) u) = 0 ↔
      C * mdot (p' - p) (p' - p) * (w ⬝ᵥ u) = 0 := by
  have h := divergence hγ hw hu (X := 1) (s := 1) (by simp) A B C
  have h1 : amp w 1 u = w ⬝ᵥ u := by simp [amp]
  have h2 : mdot (p' - p) (fun μ => amp w (vertex γ 1 p p' A B C μ) u) =
      C * mdot (p' - p) (p' - p) * (w ⬝ᵥ u) := by
    rw [h, h1]; ring
  rw [h2]
```

## (i) The axial current at equal masses

Let $m'=m$ and let $\gamma_5$ anticommute with every $\gamma^\mu$. Show that the axial current is conserved exactly when

$$(2mA+q^2C)\,w\gamma_5u=0 .$$

**Solution.** Put $X=\gamma_5$ and $s=-1$ in (g). The coefficient of $A$ becomes $2m$, and that of $B$ vanishes. Lean uses only the anticommutation `h5`, not $\gamma_5^2=1$.

```lean
/-- For Clifford matrices, a matrix `γ5` anticommuting with them and Dirac spinors of equal mass,
the axial current is conserved exactly when `2mA + q²C` times the pseudoscalar overlap vanishes,
`q` being the momentum transfer. -/
theorem axial_conserved_iff (hγ : IsClifford γ) (hw : w ᵥ* slash γ p' = m • w)
    (hu : slash γ p *ᵥ u = m • u) {γ5 : Matrix n n ℂ} (h5 : ∀ μ, γ μ * γ5 = -(γ5 * γ μ))
    (A B C : ℂ) :
    mdot (p' - p) (fun μ => amp w (vertex γ γ5 p p' A B C μ) u) = 0 ↔
      (2 * m * A + mdot (p' - p) (p' - p) * C) * amp w γ5 u = 0 := by
  have h := divergence hγ hw hu (X := γ5) (s := -1) (fun μ => by rw [h5 μ, neg_one_smul]) A B C
  have h2 : mdot (p' - p) (fun μ => amp w (vertex γ γ5 p p' A B C μ) u) =
      (2 * m * A + mdot (p' - p) (p' - p) * C) * amp w γ5 u := by
    rw [h]; ring
  rw [h2]
```

## (j) The Dirac representation

Show that the Dirac matrices satisfy the Clifford relations and that $\gamma^\mu\gamma_5=-\gamma_5\gamma^\mu$.

**Solution.** In $2\times2$ blocks, with Pauli matrices $\sigma_k$,

$$\gamma^0=\begin{pmatrix}1&0\\0&-1\end{pmatrix},\quad \gamma^k=\begin{pmatrix}0&\sigma_k\\-\sigma_k&0\end{pmatrix},\quad \gamma_5=\begin{pmatrix}0&1\\1&0\end{pmatrix}.$$

Then $(\gamma^0)^2=1$. The product $\gamma^j\gamma^k$ has $-\sigma_j\sigma_k$ in both diagonal blocks, so the anticommutator is $-2\delta_{jk}$. Exchanging the factors in $\gamma^0\gamma^k$, $\gamma^0\gamma_5$ or $\gamma^k\gamma_5$ reverses the sign of the product.

```lean
/-- The gamma matrices in the Dirac representation. -/
def diracγ : Fin 4 → Matrix (Fin 4) (Fin 4) ℂ :=
  ![!![1, 0, 0, 0; 0, 1, 0, 0; 0, 0, -1, 0; 0, 0, 0, -1],
    !![0, 0, 0, 1; 0, 0, 1, 0; 0, -1, 0, 0; -1, 0, 0, 0],
    !![0, 0, 0, -Complex.I; 0, 0, Complex.I, 0; 0, Complex.I, 0, 0; -Complex.I, 0, 0, 0],
    !![0, 0, 1, 0; 0, 0, 0, -1; -1, 0, 0, 0; 0, 1, 0, 0]]

/-- The chirality matrix in the Dirac representation. -/
def diracγ5 : Matrix (Fin 4) (Fin 4) ℂ :=
  !![0, 0, 1, 0; 0, 0, 0, 1; 1, 0, 0, 0; 0, 1, 0, 0]
```

Lean works with components instead of blocks. Each $\gamma^\mu$ permutes the components of a spinor and multiplies them by phases:

```lean
/-- The phases with which the Dirac matrices multiply the components of a spinor. -/
def phase : Fin 4 → Fin 4 → ℂ :=
  ![![1, 1, -1, -1], ![1, 1, -1, -1],
    ![-Complex.I, Complex.I, Complex.I, -Complex.I], ![1, -1, -1, 1]]

/-- The permutations of the components of a spinor made by the Dirac matrices. -/
def perm : Fin 4 → Fin 4 → Fin 4 :=
  ![![0, 1, 2, 3], ![3, 2, 1, 0], ![3, 2, 1, 0], ![2, 3, 0, 1]]
```

The step `hact` states this action, and `key` says that matrices acting equally on all spinors are equal. The rest is a check of each component.

```lean
set_option maxHeartbeats 400000 in
/-- The Dirac matrices satisfy the Clifford relations and anticommute with the chirality matrix. -/
theorem dirac_matrices_witness :
    IsClifford diracγ ∧ ∀ μ, diracγ μ * diracγ5 = -(diracγ5 * diracγ μ) := by
  -- matrices are equal when they act equally on all spinors
  have key : ∀ M N : Matrix (Fin 4) (Fin 4) ℂ, (∀ v, M *ᵥ v = N *ᵥ v) → M = N := by
    intro M N h
    apply Matrix.toLin'.injective
    refine LinearMap.ext fun v => ?_
    rw [Matrix.toLin'_apply, Matrix.toLin'_apply]
    exact h v
  have hact : ∀ μ v i, (diracγ μ *ᵥ v) i = phase μ i * v (perm μ i) := by
    intro μ v i
    fin_cases μ <;> fin_cases i <;>
      simp [diracγ, phase, perm, Matrix.mulVec, dotProduct, Fin.sum_univ_four]
  have h5 : ∀ v i, (diracγ5 *ᵥ v) i = v ((![2, 3, 0, 1] : Fin 4 → Fin 4) i) := by
    intro v i
    fin_cases i <;> simp [diracγ5, Matrix.mulVec, dotProduct, Fin.sum_univ_four]
  have hI : ∀ z : ℂ, Complex.I * (Complex.I * z) = -z := by
    intro z
    rw [← mul_assoc, Complex.I_mul_I, neg_one_mul]
  constructor
  · intro μ ν
    refine key _ _ fun v => ?_
    have hr : (if μ = ν then (2 * η μ) • (1 : Matrix (Fin 4) (Fin 4) ℂ) else 0) *ᵥ v =
        if μ = ν then (2 * η μ) • v else 0 := by
      split_ifs
      · rw [Matrix.smul_mulVec, Matrix.one_mulVec]
      · exact Matrix.zero_mulVec v
    rw [hr]
    ext i
    simp only [Matrix.add_mulVec, Pi.add_apply, ← Matrix.mulVec_mulVec, hact]
    fin_cases μ <;> fin_cases ν <;> fin_cases i <;> simp [phase, perm, η, hI] <;> ring
  · intro μ
    refine key _ _ fun v => ?_
    ext i
    simp only [Matrix.neg_mulVec, Pi.neg_apply, ← Matrix.mulVec_mulVec, hact, h5]
    fin_cases μ <;> fin_cases i <;> simp [phase, perm]
```

## (k) Backward scattering with nonzero overlaps

Take $m=m'=4$, $p=(5,0,0,-3)$, $p'=(5,0,0,3)$, and let $u$ and $w$ both have components $(3,0,-1,0)$. Show that both Dirac equations hold and that

$$q^2=-36,\qquad wu=10,\qquad w\gamma_5u=-6 .$$

**Solution.** The Dirac equations are

$$\slashed p\,u=(5\gamma^0+3\gamma^3)u=5(3,0,1,0)+3(-1,0,-3,0)=(12,0,-4,0)=4u,$$

$$w\,\slashed p'=w(5\gamma^0-3\gamma^3)=5(3,0,1,0)-3(1,0,3,0)=(12,0,-4,0)=4w .$$

Also $q=(0,0,0,6)$, $wu=9+1$ and $w\gamma_5u=-3-3$. The spinors have $\bar uu=8=2m$, and likewise for the outgoing one; with $\bar uu=1$ the overlaps are $5/4$ and $-3/4$.

At this point, conservation in (h) means $C=0$, and in (i) it means $2A=9C$.

```lean
/-- Backward scattering of a particle of mass 4 from momentum (5,0,0,-3) to (5,0,0,3): the spinors
solve both Dirac equations, and the squared transfer and both overlaps are nonzero. -/
theorem spinors_witness :
    slash diracγ ![5, 0, 0, -3] *ᵥ ![3, 0, -1, 0] = (4 : ℂ) • ![3, 0, -1, 0] ∧
    ![3, 0, -1, 0] ᵥ* slash diracγ ![5, 0, 0, 3] = (4 : ℂ) • ![3, 0, -1, 0] ∧
    mdot (![5, 0, 0, 3] - ![5, 0, 0, -3]) (![5, 0, 0, 3] - ![5, 0, 0, -3]) = -36 ∧
    (![3, 0, -1, 0] : Fin 4 → ℂ) ⬝ᵥ ![3, 0, -1, 0] = 10 ∧
    amp ![3, 0, -1, 0] diracγ5 ![3, 0, -1, 0] = -6 := by
  refine ⟨?_, ?_, ?_, ?_, ?_⟩
  · ext i
    fin_cases i <;>
      simp [slash, diracγ, η, Matrix.mulVec, dotProduct, Fin.sum_univ_four] <;> norm_num
  · ext i
    fin_cases i <;>
      simp [slash, diracγ, η, Matrix.vecMul, dotProduct, Fin.sum_univ_four] <;> norm_num
  · simp [mdot, η, Fin.sum_univ_four]
    norm_num
  · simp [dotProduct, Fin.sum_univ_four]
    norm_num
  · simp [amp, diracγ5, Matrix.mulVec, dotProduct, Fin.sum_univ_four]
    norm_num

end

end ConservedVertex
```

```lean
#print axioms ConservedVertex.vector_conserved_iff
#print axioms ConservedVertex.axial_conserved_iff
```

```
'ConservedVertex.vector_conserved_iff' depends on axioms: [propext, Classical.choice, Quot.sound]
'ConservedVertex.axial_conserved_iff' depends on axioms: [propext, Classical.choice, Quot.sound]
```
